# With its relaxation shift removed, a core-hole signal with finitely many boson modes averages over long times to its quasiparticle weight

The weight of the main line in a core-level spectrum is represented here by a long-time average, not by the area of a peak. If a signal is a sum of terms $Z_k e^{-i\varepsilon_k t}$ with distinct energies, multiplying it by $e^{i\varepsilon_k t}$ and averaging over $[0,T]$ leaves $Z_k$ as $T\to\infty$. This suits finitely many undamped modes, whose signal in general keeps oscillating and has no limit of its own.

The signal is $e^{C(t)}$, with $\hbar=1$. Energies are binding energies, measured from that of the unrelaxed level. The cumulant $C$ is postulated in its standard form, which is exact for a single localised level coupled linearly to independent bosons at zero temperature. Damping, a continuum of modes and losses of the outgoing photoelectron are not included.

## Signal, shift and satellite strength

The modes are labelled by a finite type `ι`, which may be empty.

```lean
import Mathlib

open Filter Topology

noncomputable section

namespace CumulantSatellites

variable {ι : Type*} [Fintype ι]
```

A component of energy $\Omega$ evolves as $e^{-i\Omega t}$.

```lean
/-- The phase factor `exp(-iΩt)` of frequency `Ω`. -/
def phase (Ω t : ℝ) : ℂ := Complex.exp (-Complex.I * Ω * t)
```

Mode $j$ has frequency $w_j$ and real kernel weight $b_j$, which stands for the squared coupling of the core hole to that mode. The cumulant is
$$C(t)=\sum_j \frac{b_j\,(e^{-iw_jt}+iw_jt-1)}{w_j^2}.$$

```lean
/-- The cumulant of a core level coupled to boson modes with kernel weights `b j` and
nonzero frequencies `w j`. -/
def cumulant (b w : ι → ℝ) (t : ℝ) : ℂ :=
  ∑ j, (b j : ℂ) * (phase (w j) t + Complex.I * w j * t - 1) / (w j : ℂ) ^ 2
```

Its expected derivative is $\sum_j i b_j(1-e^{-iw_jt})/w_j$.

```lean
/-- The time derivative of the cumulant, for nonzero frequencies `w j`. -/
def cumulantRate (b w : ι → ℝ) (t : ℝ) : ℂ :=
  ∑ j, (b j : ℂ) * (Complex.I * (1 - phase (w j) t)) / (w j : ℂ)
```

The energy gained by relaxation around the hole is $\Delta=\sum_j b_j/w_j$.

```lean
/-- The relaxation shift `∑ b j / w j`, for nonzero frequencies `w j`. -/
def relaxationShift (b w : ι → ℝ) : ℝ := ∑ j, b j / w j
```

The total satellite strength is $S=\sum_j b_j/w_j^2$. For $b_j\ge0$ and $w_j>0$ it is the mean number of bosons excited, not the intensity of the satellites, which is $1-e^{-S}$.

```lean
/-- The total satellite strength `∑ b j / (w j)^2`, for nonzero frequencies `w j`. -/
def satelliteStrength (b w : ι → ℝ) : ℝ := ∑ j, b j / w j ^ 2
```

The oscillating part of the problem is $z(t)=\sum_j a_j e^{-iw_jt}$, where $a_j$ will later be $b_j/w_j^2$.

```lean
/-- The oscillating sum of boson phases with amplitudes `a j`. -/
def bosonSignal (a w : ι → ℝ) (t : ℝ) : ℂ := ∑ j, (a j : ℂ) * phase (w j) t
```

The average of $f$ is $\frac1T\int_0^T f(t)\,dt$.

```lean
/-- The average of a signal over the time window from `0` to `T`, for nonzero `T`. -/
def timeAverage (f : ℝ → ℂ) (T : ℝ) : ℂ := (T : ℂ)⁻¹ * ∫ t in (0 : ℝ)..T, f t
```

## Positive frequencies average to zero

Two facts about a phase are used throughout: $|e^{-i\Omega t}|=1$ and $\frac{d}{dt}e^{-i\Omega t}=-i\Omega e^{-i\Omega t}$.

```lean
/-- A phase factor has modulus one, and its time derivative is `-iΩ` times itself. -/
theorem phase_spec (Ω t : ℝ) :
    ‖phase Ω t‖ = 1 ∧ HasDerivAt (phase Ω) (-Complex.I * Ω * phase Ω t) t := by
  constructor
  · have h : -Complex.I * Ω * t = ((-(Ω * t) : ℝ) : ℂ) * Complex.I := by
      push_cast
      ring
    rw [phase, h, Complex.norm_exp_ofReal_mul_I]
  · have h0 : HasDerivAt (fun s : ℝ => (s : ℂ)) 1 t := by
      simpa using (hasDerivAt_id' t).ofReal_comp
    refine ((h0.const_mul (-Complex.I * (Ω : ℂ))).cexp).congr_deriv ?_
    rw [phase]
    ring
```

For $\Omega>0$, integration gives
$$\left|\frac1T\int_0^T e^{-i\Omega t}dt\right|=\left|\frac{e^{-i\Omega T}-1}{-i\Omega T}\right|\le\frac{2}{\Omega T}\to0.$$
The proof squeezes the norm of the average under this bound. `Tendsto … atTop (𝓝 0)` is the limit $T\to\infty$.

```lean
/-- A phase factor of positive frequency averages to zero over long times. -/
theorem timeAverage_phase {Ω : ℝ} (hΩ : 0 < Ω) :
    Tendsto (timeAverage (phase Ω)) atTop (𝓝 0) := by
  have hc : -Complex.I * (Ω : ℂ) ≠ 0 :=
    mul_ne_zero (neg_ne_zero.mpr Complex.I_ne_zero) (Complex.ofReal_ne_zero.mpr hΩ.ne')
  have h0 : Tendsto (fun T : ℝ => T⁻¹) atTop (𝓝 0) := tendsto_inv_atTop_zero
  have hlim := h0.mul_const (2 / Ω)
  rw [zero_mul] at hlim
  refine squeeze_zero_norm' ?_ hlim
  filter_upwards [eventually_gt_atTop 0] with T hT
  have hI : ∫ t in (0 : ℝ)..T, phase Ω t
      = (phase Ω T - phase Ω 0) / (-Complex.I * (Ω : ℂ)) := integral_exp_mul_complex hc
  have hn : ‖-Complex.I * (Ω : ℂ)‖ = Ω := by
    rw [norm_mul, norm_neg, Complex.norm_I, one_mul, Complex.norm_real,
      Real.norm_of_nonneg hΩ.le]
  have h2 : ‖phase Ω T - phase Ω 0‖ ≤ 2 :=
    (norm_sub_le _ _).trans (by rw [(phase_spec Ω T).1, (phase_spec Ω 0).1]; norm_num)
  rw [timeAverage, hI, norm_mul, norm_div, hn, norm_inv, Complex.norm_real,
    Real.norm_of_nonneg hT.le]
  gcongr
```

Next consider $e^{-i\Omega t}z(t)^n$ with $\Omega\ge0$. Splitting off one factor of $z$ gives
$$e^{-i\Omega t}z^{n+1}=\sum_j a_j\,e^{-i(\Omega+w_j)t}z^n .$$
Since $w_j>0$, every new frequency $\Omega+w_j$ is positive, so induction on $n$ shows that the average vanishes unless $\Omega=0$ and $n=0$. The induction keeps $\Omega$ general because the frequency changes at each step.

```lean
/-- For positive mode frequencies, the `n`-th power of a boson signal times a phase of frequency `Ω
≥ 0` averages to zero over long times, provided `Ω` is positive or `n` is nonzero. -/
theorem timeAverage_phase_mul_pow (a w : ι → ℝ) (hw : ∀ j, 0 < w j) (n : ℕ) {Ω : ℝ}
    (hΩ : 0 ≤ Ω) (h : 0 < Ω ∨ n ≠ 0) :
    Tendsto (timeAverage fun t => phase Ω t * bosonSignal a w t ^ n) atTop (𝓝 0) := by
  induction n generalizing Ω with
  | zero =>
    have hpos : 0 < Ω := h.resolve_right (fun q => q rfl)
    simpa using timeAverage_phase hpos
  | succ n ih =>
    -- one factor of the signal raises the frequency by some `w j`
    have hexp : (fun t => phase Ω t * bosonSignal a w t ^ (n + 1)) =
        fun t => ∑ j, (a j : ℂ) * (phase (Ω + w j) t * bosonSignal a w t ^ n) := by
      funext t
      have hmul : ∀ j, phase (Ω + w j) t = phase Ω t * phase (w j) t := fun j => by
        rw [phase, phase, phase, ← Complex.exp_add]
        congr 1
        push_cast
        ring
      calc phase Ω t * bosonSignal a w t ^ (n + 1)
          = (phase Ω t * bosonSignal a w t ^ n) * bosonSignal a w t := by ring
        _ = (phase Ω t * bosonSignal a w t ^ n) * ∑ j, (a j : ℂ) * phase (w j) t := rfl
        _ = _ := by
          rw [Finset.mul_sum]
          refine Finset.sum_congr rfl fun j _ => ?_
          rw [hmul]
          ring
    have hT := tendsto_finsetSum Finset.univ fun j _ =>
      (ih (add_nonneg hΩ (hw j).le)
        (Or.inl (add_pos_of_nonneg_of_pos hΩ (hw j)))).const_mul (a j : ℂ)
    simp only [mul_zero, Finset.sum_const_zero] at hT
    have hcont : ∀ j, Continuous fun t =>
        (a j : ℂ) * (phase (Ω + w j) t * bosonSignal a w t ^ n) := fun j => by
      unfold bosonSignal phase
      fun_prop
    rw [hexp]
    refine hT.congr fun T => ?_
    simp only [timeAverage]
    rw [intervalIntegral.integral_finsetSum
      (fun j _ => (hcont j).intervalIntegrable _ _), Finset.mul_sum]
    refine Finset.sum_congr rfl fun j _ => ?_
    rw [intervalIntegral.integral_const_mul]
    ring
```

## Only the constant term of the exponential survives

Expand
$$e^{-i\Omega t}e^{z(t)}=\sum_{n\ge0}F_n(t),\qquad F_n(t)=\frac{e^{-i\Omega t}z(t)^n}{n!}.$$
With $A=\sum_j|a_j|$ we have $|F_n(t)|\le A^n/n!$, and these bounds sum to $e^A$. Dominated convergence therefore allows the sum to be exchanged with the integral (`hsum`). The averages obey the same bounds for every $T>0$ (`hbound`), so the limit $T\to\infty$ may also be taken term by term. All terms with $n\ge1$ vanish, and the term $n=0$ gives 1 if $\Omega=0$ and 0 if $\Omega>0$.

```lean
/-- For positive mode frequencies, the exponentiated boson signal times a phase of frequency `Ω ≥ 0`
has long-time average one if `Ω = 0` and zero otherwise. -/
theorem timeAverage_phase_mul_exp (a w : ι → ℝ) (hw : ∀ j, 0 < w j) {Ω : ℝ} (hΩ : 0 ≤ Ω) :
    Tendsto (timeAverage fun t => phase Ω t * Complex.exp (bosonSignal a w t)) atTop
      (𝓝 (if Ω = 0 then 1 else 0)) := by
  have hA : ∀ t, ‖bosonSignal a w t‖ ≤ ∑ j, |a j| := fun t =>
    (norm_sum_le _ _).trans (Finset.sum_le_sum fun j _ => le_of_eq (by
      rw [norm_mul, (phase_spec _ _).1, mul_one, Complex.norm_real, Real.norm_eq_abs]))
  let F : ℕ → ℝ → ℂ := fun n t => phase Ω t * bosonSignal a w t ^ n / (n.factorial : ℂ)
  have hF : ∀ n t, ‖F n t‖ ≤ (∑ j, |a j|) ^ n / (n.factorial : ℝ) := by
    intro n t
    simp only [F, norm_div, norm_mul, norm_pow, (phase_spec Ω t).1, one_mul,
      Complex.norm_natCast]
    gcongr
    exact hA t
  have hs := Real.summable_pow_div_factorial (∑ j, |a j|)
  have hcont : ∀ n, Continuous (F n) := fun n => by
    simp only [F]
    unfold bosonSignal phase
    fun_prop
  have he : ∀ t, HasSum (fun n => F n t)
      (phase Ω t * Complex.exp (bosonSignal a w t)) := fun t => by
    have h := (NormedSpace.expSeries_div_hasSum_exp (bosonSignal a w t)).mul_left (phase Ω t)
    rw [← Complex.exp_eq_exp_ℂ] at h
    simpa only [F, mul_div_assoc] using h
  -- the average may be taken term by term in the exponential series
  have hsum : ∀ T, ∑' n, timeAverage (F n) T =
      timeAverage (fun t => phase Ω t * Complex.exp (bosonSignal a w t)) T := fun T => by
    have h := intervalIntegral.hasSum_integral_of_dominated_convergence
      (μ := MeasureTheory.volume) (a := 0) (b := T) (F := F)
      (fun n _ => (∑ j, |a j|) ^ n / (n.factorial : ℝ))
      (fun n => (hcont n).aestronglyMeasurable)
      (fun n => Eventually.of_forall fun t _ => hF n t)
      (Eventually.of_forall fun _ _ => hs)
      (continuous_const.intervalIntegrable _ _)
      (Eventually.of_forall fun t _ => he t)
    exact (h.mul_left _).tsum_eq
  have hlim : ∀ n, Tendsto (fun T => timeAverage (F n) T) atTop
      (𝓝 (if n = 0 then (if Ω = 0 then (1 : ℂ) else 0) else 0)) := by
    intro n
    by_cases h : 0 < Ω ∨ n ≠ 0
    · have h1 := (timeAverage_phase_mul_pow a w hw n hΩ h).div_const (n.factorial : ℂ)
      have hv : (if n = 0 then (if Ω = 0 then (1 : ℂ) else 0) else 0) = 0 := by
        rcases h with h | h
        · simp [h.ne']
        · simp [h]
      rw [zero_div] at h1
      rw [hv]
      refine h1.congr fun T => ?_
      simp only [timeAverage, F]
      rw [intervalIntegral.integral_div, mul_div_assoc]
    · have h1 : Ω = 0 := le_antisymm (not_lt.mp fun q => h (Or.inl q)) hΩ
      have h2 : n = 0 := not_not.mp fun q => h (Or.inr q)
      have hv : (if n = 0 then (if Ω = 0 then (1 : ℂ) else 0) else 0) = 1 := by
        simp [h1, h2]
      rw [hv]
      refine tendsto_const_nhds.congr' ?_
      filter_upwards [eventually_gt_atTop 0] with T hT
      simp [timeAverage, F, phase, h1, h2, hT.ne']
  have hbound : ∀ᶠ T : ℝ in atTop, ∀ n,
      ‖timeAverage (F n) T‖ ≤ (∑ j, |a j|) ^ n / (n.factorial : ℝ) := by
    filter_upwards [eventually_gt_atTop 0] with T hT n
    have h := intervalIntegral.norm_integral_le_of_norm_le_const (a := 0) (b := T)
      (fun t _ => hF n t)
    rw [sub_zero, abs_of_pos hT] at h
    rw [timeAverage, norm_mul, norm_inv, Complex.norm_real, Real.norm_of_nonneg hT.le,
      inv_mul_le_iff₀ hT]
    linarith
  have hfin := tendsto_tsum_of_dominated_convergence hs hlim hbound
  simp only [hsum, tsum_ite_eq] at hfin
  exact hfin
```

## The quasiparticle line and its satellites

Removing the linear phase from one mode of the cumulant leaves
$$\frac{b_j(e^{-iw_jt}+iw_jt-1)}{w_j^2}-it\frac{b_j}{w_j}=\frac{b_j}{w_j^2}e^{-iw_jt}-\frac{b_j}{w_j^2}.$$
Summing over $j$ and exponentiating gives $e^{C(t)-it\Delta}=e^{-S}e^{z(t)}$ with $a_j=b_j/w_j^2$.

```lean
/-- With the relaxation shift removed, the exponentiated cumulant is a constant factor
`exp(-∑ b j / (w j)^2)` times an exponentiated boson signal. -/
theorem exp_cumulant_factor (b w : ι → ℝ) (hw : ∀ j, w j ≠ 0) (t : ℝ) :
    Complex.exp (cumulant b w t - Complex.I * t * relaxationShift b w) =
      (Real.exp (-satelliteStrength b w) : ℂ) *
        Complex.exp (bosonSignal (fun j => b j / w j ^ 2) w t) := by
  rw [Complex.ofReal_exp, ← Complex.exp_add]
  congr 1
  rw [Complex.ofReal_neg, neg_add_eq_sub]
  unfold cumulant relaxationShift satelliteStrength bosonSignal
  push_cast
  rw [Finset.mul_sum, ← Finset.sum_sub_distrib, ← Finset.sum_sub_distrib]
  refine Finset.sum_congr rfl fun j _ => ?_
  have hj : (w j : ℂ) ≠ 0 := Complex.ofReal_ne_zero.mpr (hw j)
  have e : (b j : ℂ) / w j = b j * w j / (w j : ℂ) ^ 2 := by field_simp
  rw [e]
  ring
```

The average of $e^{z}$ tends to 1, so
$$\frac1T\int_0^T e^{C(t)-it\Delta}\,dt\;\to\;e^{-S}.$$
The theorem requires all $w_j>0$ but puts no sign condition on $b_j$. For $b_j\ge0$ the limit lies between 0 and 1 and can be read as the fraction of intensity in the main line. The remaining fraction $1-e^{-S}$ lies in the satellites, where the creation of the hole has excited one or more bosons, such as plasmons.

```lean
/-- For positive mode frequencies, the exponentiated cumulant with the relaxation shift removed has
long-time average `exp(-∑ b j / (w j)^2)`. -/
theorem quasiparticle_weight (b w : ι → ℝ) (hw : ∀ j, 0 < w j) :
    Tendsto (timeAverage fun t =>
        Complex.exp (cumulant b w t - Complex.I * t * relaxationShift b w)) atTop
      (𝓝 (Real.exp (-satelliteStrength b w) : ℂ)) := by
  have h := (timeAverage_phase_mul_exp (fun j => b j / w j ^ 2) w hw le_rfl).const_mul
    (Real.exp (-satelliteStrength b w) : ℂ)
  rw [if_pos rfl, mul_one] at h
  refine h.congr fun T => ?_
  simp only [timeAverage]
  rw [mul_left_comm, ← intervalIntegral.integral_const_mul]
  congr 1
  refine intervalIntegral.integral_congr fun t _ => ?_
  have h0 : phase 0 t = 1 := by simp [phase]
  rw [exp_cumulant_factor b w (fun j => (hw j).ne'), h0, one_mul]
```

Inserting $e^{-i\Omega t}$ with $\Omega>0$ makes the average vanish. The shifted signal therefore has no component $e^{+i\Omega t}$, which would be a line at energy $-\Omega$ relative to the quasiparticle. On this scale of binding energies, satellites can lie only above the quasiparticle line, which means a lower kinetic energy of the photoelectron.

```lean
/-- For positive mode frequencies, the exponentiated cumulant with the relaxation shift removed
averages to zero over long times when multiplied by a phase of frequency `Ω > 0`. -/
theorem satellites_one_sided (b w : ι → ℝ) (hw : ∀ j, 0 < w j) {Ω : ℝ} (hΩ : 0 < Ω) :
    Tendsto (timeAverage fun t => phase Ω t *
        Complex.exp (cumulant b w t - Complex.I * t * relaxationShift b w)) atTop (𝓝 0) := by
  have h := (timeAverage_phase_mul_exp (fun j => b j / w j ^ 2) w hw hΩ.le).const_mul
    (Real.exp (-satelliteStrength b w) : ℂ)
  rw [if_neg hΩ.ne', mul_zero] at h
  refine h.congr fun T => ?_
  simp only [timeAverage]
  rw [mul_left_comm, ← intervalIntegral.integral_const_mul]
  congr 1
  refine intervalIntegral.integral_congr fun t _ => ?_
  rw [exp_cumulant_factor b w (fun j => (hw j).ne')]
  ring
```

## Short times and spectral moments

Differentiating each mode gives
$$\frac{b_j(-iw_je^{-iw_jt}+iw_j)}{w_j^2}=\frac{ib_j(1-e^{-iw_jt})}{w_j}.$$
The Lean statement also admits $w_j=0$, where division by zero makes both sides zero; the physical reading needs $w_j\ne0$.

```lean
/-- The cumulant changes in time at the rate `cumulantRate`. -/
theorem hasDerivAt_cumulant (b w : ι → ℝ) (t : ℝ) :
    HasDerivAt (cumulant b w) (cumulantRate b w t) t := by
  have h0 : HasDerivAt (fun s : ℝ => (s : ℂ)) 1 t := by
    simpa using (hasDerivAt_id' t).ofReal_comp
  unfold cumulant cumulantRate
  refine HasDerivAt.fun_sum fun j _ => ?_
  have h := ((((phase_spec (w j) t).2.fun_add
    (h0.const_mul (Complex.I * (w j : ℂ)))).sub_const 1).const_mul (b j : ℂ)).div_const
      ((w j : ℂ) ^ 2)
  refine h.congr_deriv ?_
  rcases eq_or_ne (w j) 0 with hj | hj
  · simp [hj]
  · have hc : (w j : ℂ) ≠ 0 := Complex.ofReal_ne_zero.mpr hj
    rw [div_eq_div_iff (pow_ne_zero 2 hc) hc]
    ring
```

Since $C'(0)=0$, the chain rule gives $(e^C)'(0)=C'(0)e^{C(0)}=0$. For a signal $\int A(\varepsilon)e^{-i\varepsilon t}d\varepsilon$ with finite first moment, this derivative is $-i\int\varepsilon A(\varepsilon)\,d\varepsilon$, so the coupling leaves the mean energy at the unrelaxed level.

```lean
/-- The exponentiated cumulant has zero time derivative at `t = 0`. -/
theorem first_moment_conserved (b w : ι → ℝ) :
    HasDerivAt (fun t => Complex.exp (cumulant b w t)) 0 0 := by
  refine (hasDerivAt_cumulant b w 0).cexp.congr_deriv ?_
  simp [cumulantRate, phase]
```

The product rule gives $(e^C)''=e^C(C''+C'^2)$. At $t=0$ we have $C=C'=0$ and $C''(0)=\sum_j (ib_j/w_j)(iw_j)=-\sum_j b_j$. This second derivative is minus the second moment, so $\sum_j b_j$ is the variance of the spectrum. Here nonzero frequencies suffice.

```lean
/-- For nonzero mode frequencies, the second time derivative of the exponentiated cumulant at `t =
0` is minus the sum of the kernel weights. -/
theorem second_moment (b w : ι → ℝ) (hw : ∀ j, w j ≠ 0) :
    HasDerivAt (deriv fun t => Complex.exp (cumulant b w t)) (-∑ j, (b j : ℂ)) 0 := by
  have hd : (deriv fun t => Complex.exp (cumulant b w t)) =
      fun t => Complex.exp (cumulant b w t) * cumulantRate b w t :=
    funext fun t => (hasDerivAt_cumulant b w t).cexp.deriv
  have hr : HasDerivAt (cumulantRate b w) (∑ j, -(b j : ℂ)) 0 := by
    unfold cumulantRate
    refine HasDerivAt.fun_sum fun j _ => ?_
    have hj : (w j : ℂ) ≠ 0 := Complex.ofReal_ne_zero.mpr (hw j)
    have h := ((((phase_spec (w j) 0).2.const_sub 1).const_mul Complex.I).const_mul
      (b j : ℂ)).div_const (w j : ℂ)
    refine h.congr_deriv ?_
    have hp : phase (w j) 0 = 1 := by simp [phase]
    rw [hp, div_eq_iff hj]
    linear_combination ((b j : ℂ) * w j) * Complex.I_sq
  have hc0 : cumulant b w 0 = 0 := by simp [cumulant, phase]
  have hr0 : cumulantRate b w 0 = 0 := by simp [cumulantRate, phase]
  rw [hd]
  refine ((hasDerivAt_cumulant b w 0).cexp.fun_mul hr).congr_deriv ?_
  rw [hc0, hr0]
  simp

end CumulantSatellites
```

```lean
#print axioms CumulantSatellites.quasiparticle_weight
#print axioms CumulantSatellites.satellites_one_sided
#print axioms CumulantSatellites.first_moment_conserved
#print axioms CumulantSatellites.second_moment
```

```
'CumulantSatellites.quasiparticle_weight' depends on axioms: [propext, Classical.choice, Quot.sound]
'CumulantSatellites.satellites_one_sided' depends on axioms: [propext, Classical.choice, Quot.sound]
'CumulantSatellites.first_moment_conserved' depends on axioms: [propext, Classical.choice, Quot.sound]
'CumulantSatellites.second_moment' depends on axioms: [propext, Classical.choice, Quot.sound]
```

## Satellite weights for a single mode

The same expansion, done by hand, gives the satellite intensities of one mode. Put $a=b/w^2$ and multiply the shifted signal by $e^{inwt}$. Every power $z^m$ with $m\ne n$ keeps a nonzero frequency and averages to zero, which leaves the Poisson weight $e^{-a}a^n/n!$ at energy $nw$ above the main line.

Take $w=2$ and $b=2$ in matching units. Then $a=0.5$ and $\Delta=1$, and the main line at energy $-1$ has weight $e^{-0.5}\approx0.607$. The first two satellites, at $+1$ and $+3$, have weights of about $0.303$ and $0.076$. The mean of $n$ is $0.5$, so the mean energy is $-1+2\cdot0.5=0$. The variance of $n$ is also $0.5$, so the variance of the energy is $4\cdot0.5=2=b$, in agreement with the two derivatives at $t=0$.
